# The anticommutator {γ^l, σ^(μν)} is totally antisymmetric, and the commutator [γ^l, σ^(μν)] is linear in the gamma matrices

For gamma matrices with \(\{\gamma^\mu,\gamma^\nu\}=2\eta^{\mu\nu}\) and \(\sigma^{\mu\nu}=\tfrac{i}{2}[\gamma^\mu,\gamma^\nu]\), the anticommutator \(\{\gamma^l,\sigma^{\mu\nu}\}\) changes sign under every exchange of two indices, and

\[
[\gamma^l,\sigma^{\mu\nu}]=2i\,(\eta^{l\mu}\gamma^\nu-\eta^{l\nu}\gamma^\mu).
\]

I use both facts when I symmetrise the energy-momentum tensor of the Dirac field, and I have only ever checked them for particular components in four dimensions. Can they be derived from the Clifford relation alone, without choosing matrices or a dimension, and can the derivation be checked by machine?

## Both identities follow from the Clifford relation alone

Yes. They hold in any associative complex algebra with unit, for any set of index values and any signature. Write

\[
S^{l\mu\nu}=\{\gamma^l,\sigma^{\mu\nu}\}
=\tfrac{i}{2}\left(\gamma^l\gamma^\mu\gamma^\nu-\gamma^l\gamma^\nu\gamma^\mu+\gamma^\mu\gamma^\nu\gamma^l-\gamma^\nu\gamma^\mu\gamma^l\right).
\]

**Exchanging indices.** Since \(\sigma^{\nu\mu}=-\sigma^{\mu\nu}\), we have \(S^{l\nu\mu}=-S^{l\mu\nu}\) for any \(\gamma\) whatever. For the first pair, add the two orderings. Four of the eight terms cancel, and the rest form a commutator:

\[
S^{l\mu\nu}+S^{\mu l\nu}=\tfrac{i}{2}\,\big[\{\gamma^l,\gamma^\mu\},\gamma^\nu\big]
=\tfrac{i}{2}\,[2\eta^{l\mu},\gamma^\nu]=0 .
\]

The two exchanges together give \(S^{\mu\nu l}=-S^{\mu l\nu}=S^{l\mu\nu}\), which is cyclic invariance. Every permutation of three indices is a product of these exchanges, so \(S\) picks up its sign.

**The triple product.** By cyclic invariance, \(S^{l\mu\nu}=\tfrac13(S^{l\mu\nu}+S^{\mu\nu l}+S^{\nu l\mu})\). In the expanded sum each of the six orderings occurs twice, with factor \(i/2\), so

\[
S^{l\mu\nu}=\tfrac{i}{3}\left(\gamma^l\gamma^\mu\gamma^\nu+\gamma^\mu\gamma^\nu\gamma^l+\gamma^\nu\gamma^l\gamma^\mu-\gamma^\mu\gamma^l\gamma^\nu-\gamma^l\gamma^\nu\gamma^\mu-\gamma^\nu\gamma^\mu\gamma^l\right).
\]

**The commutator.** Adding and subtracting \(\gamma^\mu\gamma^l\gamma^\nu\) gives

\[
[\gamma^l,\gamma^\mu\gamma^\nu]=\{\gamma^l,\gamma^\mu\}\gamma^\nu-\gamma^\mu\{\gamma^l,\gamma^\nu\}
=2\eta^{l\mu}\gamma^\nu-2\eta^{l\nu}\gamma^\mu .
\]

Subtracting the same expression with \(\mu\) and \(\nu\) exchanged doubles it, and the factor \(i/2\) in \(\sigma^{\mu\nu}\) then yields the stated result. Half the sum of commutator and anticommutator is the product itself:

\[
\gamma^l\sigma^{\mu\nu}=\tfrac12 S^{l\mu\nu}+i\,(\eta^{l\mu}\gamma^\nu-\eta^{l\nu}\gamma^\mu).
\]

**The Belinfante combination.** All three terms are cyclic shifts of one another, so

\[
\tfrac12\left(S^{l\mu\nu}+S^{\mu\nu l}-S^{\nu l\mu}\right)=\tfrac12 S^{l\mu\nu}.
\]

## How the Lean objects correspond to the physics

The type `ι` holds the values of a spacetime index and may be any type, finite or not. `A` is the algebra in which the gamma matrices live; the usual \(4\times4\) complex matrices are one instance. The predicate `IsClifford η γ` is the Clifford relation, with the scalar \(2\eta^{\mu\nu}\) multiplying the unit of `A`. It is the one physical assumption: it encodes the requirement that the Dirac operator square to the wave operator of the metric `η`. The coefficients `η` are arbitrary complex numbers, so neither a signature nor invertibility is assumed.

The definitions `sigma` and `spinTensor` fix the normalisation: \(\sigma^{\mu\nu}\) carries \(i/2\), and \(S^{l\mu\nu}\) is the bare anticommutator. The spin current of the Dirac field, taken from the Lagrangian with derivatives acting symmetrically to both sides, is \(\tfrac14\bar\psi S^{l\mu\nu}\psi\) in units with \(\hbar=c=1\).

In `spinTensor_totally_antisymmetric`, the three indices are the values `v 0`, `v 1`, `v 2` of a function on `Fin 3`, and `π` permutes the three slots. The values may coincide, in which case the theorem forces \(S\) to vanish. With only one or two index values, \(S\) is therefore zero throughout.

The theorem `isClifford_witness` gives a case where it is not zero. The \(2\times2\) matrices `gamma3`, for one time and two space dimensions, satisfy the relation with metric \(\mathrm{diag}(1,-1,-1)\) and have \(S^{012}=2\) times the identity.

The theorems concern constant elements of an algebra. There are no spinor fields, derivatives or equations of motion in them, and `belinfante` is only the index combination, not the improved energy-momentum tensor built from it.

```lean
import Mathlib

noncomputable section

namespace DiracSpinTensor

variable {ι A : Type*} [Ring A] [Algebra ℂ A]

/-- The Clifford relation: the anticommutator of `γ μ` and `γ ν` is `2 η μ ν` times the identity. -/
def IsClifford (η : ι → ι → ℂ) (γ : ι → A) : Prop :=
  ∀ μ ν, γ μ * γ ν + γ ν * γ μ = (2 * η μ ν) • (1 : A)

/-- The spin matrices `σ^(μν) = (i/2) [γ^μ, γ^ν]`. -/
def sigma (γ : ι → A) (μ ν : ι) : A :=
  (Complex.I / 2) • (γ μ * γ ν - γ ν * γ μ)

/-- The spin tensor `S^(lμν) = {γ^l, σ^(μν)}`. -/
def spinTensor (γ : ι → A) (l μ ν : ι) : A :=
  γ l * sigma γ μ ν + sigma γ μ ν * γ l

/-- The Belinfante combination `(S^(lμν) + S^(μνl) - S^(νlμ)) / 2` of a three-index tensor. -/
def belinfante (S : ι → ι → ι → A) (l μ ν : ι) : A :=
  (1 / 2 : ℂ) • (S l μ ν + S μ ν l - S ν l μ)

/-- The spin tensor changes sign when its last two indices are exchanged. -/
theorem spinTensor_swap_last (γ : ι → A) (l μ ν : ι) :
    spinTensor γ l ν μ = -spinTensor γ l μ ν := by
  simp only [spinTensor, sigma, mul_smul_comm, smul_mul_assoc, mul_sub, sub_mul]
  module

/-- For gamma matrices obeying the Clifford relation, the spin tensor changes sign when its
first two indices are exchanged. -/
theorem spinTensor_swap_first {η : ι → ι → ℂ} {γ : ι → A} (hγ : IsClifford η γ)
    (l μ ν : ι) : spinTensor γ μ l ν = -spinTensor γ l μ ν := by
  -- the anticommutator of two gammas is a scalar, so it commutes with the third
  have c : (γ l * γ μ + γ μ * γ l) * γ ν = γ ν * (γ l * γ μ + γ μ * γ l) := by
    rw [hγ l μ, smul_mul_assoc, one_mul, mul_smul_comm, mul_one]
  linear_combination (norm := skip) (Complex.I / 2) • c
  simp only [spinTensor, sigma, mul_smul_comm, smul_mul_assoc, mul_sub, sub_mul,
    mul_add, add_mul, mul_assoc]
  module

/-- Under the Clifford relation, the spin tensor is unchanged by a cyclic shift of its three
indices. -/
theorem spinTensor_cyclic {η : ι → ι → ℂ} {γ : ι → A} (hγ : IsClifford η γ)
    (l μ ν : ι) : spinTensor γ μ ν l = spinTensor γ l μ ν := by
  rw [spinTensor_swap_last γ μ l ν, spinTensor_swap_first hγ l μ ν, neg_neg]

/-- Total antisymmetry under the Clifford relation: permuting the three indices of `{γ^l, σ^(μν)}`
multiplies it by the sign of the permutation. -/
theorem spinTensor_totally_antisymmetric {η : ι → ι → ℂ} {γ : ι → A}
    (hγ : IsClifford η γ) (v : Fin 3 → ι) (π : Equiv.Perm (Fin 3)) :
    spinTensor γ (v (π 0)) (v (π 1)) (v (π 2)) =
      ((Equiv.Perm.sign π : ℤˣ) : ℤ) • spinTensor γ (v 0) (v 1) (v 2) := by
  -- list the six permutations with their signs
  have key : ∀ p : Equiv.Perm (Fin 3),
      (p 0 = 0 ∧ p 1 = 1 ∧ p 2 = 2 ∧ Equiv.Perm.sign p = 1) ∨
      (p 0 = 1 ∧ p 1 = 2 ∧ p 2 = 0 ∧ Equiv.Perm.sign p = 1) ∨
      (p 0 = 2 ∧ p 1 = 0 ∧ p 2 = 1 ∧ Equiv.Perm.sign p = 1) ∨
      (p 0 = 1 ∧ p 1 = 0 ∧ p 2 = 2 ∧ Equiv.Perm.sign p = -1) ∨
      (p 0 = 0 ∧ p 1 = 2 ∧ p 2 = 1 ∧ Equiv.Perm.sign p = -1) ∨
      (p 0 = 2 ∧ p 1 = 1 ∧ p 2 = 0 ∧ Equiv.Perm.sign p = -1) := by
    decide
  rcases key π with ⟨h0, h1, h2, hs⟩ | ⟨h0, h1, h2, hs⟩ | ⟨h0, h1, h2, hs⟩ |
    ⟨h0, h1, h2, hs⟩ | ⟨h0, h1, h2, hs⟩ | ⟨h0, h1, h2, hs⟩ <;>
    rw [h0, h1, h2, hs]
  · rw [Units.val_one, one_smul]
  · rw [Units.val_one, one_smul, spinTensor_cyclic hγ]
  · rw [Units.val_one, one_smul, ← spinTensor_cyclic hγ (v 2) (v 0) (v 1)]
  · rw [Units.val_neg, Units.val_one, neg_smul, one_smul, spinTensor_swap_first hγ]
  · rw [Units.val_neg, Units.val_one, neg_smul, one_smul, spinTensor_swap_last]
  · rw [Units.val_neg, Units.val_one, neg_smul, one_smul,
      spinTensor_swap_last γ (v 2) (v 0) (v 1), ← spinTensor_cyclic hγ (v 2) (v 0) (v 1)]

/-- Under the Clifford relation, the spin tensor is `i/3` times the signed sum of the products of
three gamma matrices over all six orderings. -/
theorem spinTensor_eq_antisymmetrised_product {η : ι → ι → ℂ} {γ : ι → A}
    (hγ : IsClifford η γ) (l μ ν : ι) :
    spinTensor γ l μ ν = (Complex.I / 3) •
      (γ l * γ μ * γ ν + γ μ * γ ν * γ l + γ ν * γ l * γ μ
        - γ μ * γ l * γ ν - γ l * γ ν * γ μ - γ ν * γ μ * γ l) := by
  -- average the spin tensor over its three cyclic orderings
  have h1 := spinTensor_cyclic hγ l μ ν
  have h2 : spinTensor γ ν l μ = spinTensor γ l μ ν :=
    (spinTensor_cyclic hγ ν l μ).symm
  linear_combination (norm := skip) (-1 / 3 : ℂ) • h1 + (-1 / 3 : ℂ) • h2
  simp only [spinTensor, sigma, mul_smul_comm, smul_mul_assoc, mul_sub, sub_mul, mul_assoc]
  module

/-- Under the Clifford relation, `[γ^l, σ^(μν)] = 2i (η^(lμ) γ^ν - η^(lν) γ^μ)`. -/
theorem gamma_sigma_commutator {η : ι → ι → ℂ} {γ : ι → A} (hγ : IsClifford η γ)
    (l μ ν : ι) :
    γ l * sigma γ μ ν - sigma γ μ ν * γ l =
      (2 * Complex.I) • (η l μ • γ ν - η l ν • γ μ) := by
  -- the Clifford relation multiplied by a further gamma on the right or on the left
  have right (a b : ι) : (γ l * γ a + γ a * γ l) * γ b = (2 * η l a) • γ b := by
    rw [hγ l a, smul_mul_assoc, one_mul]
  have left (a b : ι) : γ b * (γ l * γ a + γ a * γ l) = (2 * η l a) • γ b := by
    rw [hγ l a, mul_smul_comm, mul_one]
  linear_combination (norm := skip) (Complex.I / 2) • right μ ν - (Complex.I / 2) • left ν μ
    - (Complex.I / 2) • right ν μ + (Complex.I / 2) • left μ ν
  simp only [sigma, mul_smul_comm, smul_mul_assoc, mul_sub, sub_mul, mul_add, add_mul,
    mul_assoc]
  module

/-- Under the Clifford relation, the product `γ^l σ^(μν)` is half the spin tensor plus `i (η^(lμ)
γ^ν - η^(lν) γ^μ)`. -/
theorem gamma_mul_sigma {η : ι → ι → ℂ} {γ : ι → A} (hγ : IsClifford η γ) (l μ ν : ι) :
    γ l * sigma γ μ ν = (1 / 2 : ℂ) • spinTensor γ l μ ν +
      Complex.I • (η l μ • γ ν - η l ν • γ μ) := by
  linear_combination (norm := skip) (1 / 2 : ℂ) • gamma_sigma_commutator hγ l μ ν
  simp only [spinTensor]
  module

/-- Under the Clifford relation, the Belinfante combination of the spin tensor equals half the spin
tensor itself. -/
theorem belinfante_spinTensor {η : ι → ι → ℂ} {γ : ι → A} (hγ : IsClifford η γ)
    (l μ ν : ι) :
    belinfante (spinTensor γ) l μ ν = (1 / 2 : ℂ) • spinTensor γ l μ ν := by
  rw [belinfante, spinTensor_cyclic hγ l μ ν, ← spinTensor_cyclic hγ ν l μ,
    add_sub_cancel_right]

/-- Two-by-two gamma matrices for one time and two space dimensions. -/
def gamma3 : Fin 3 → Matrix (Fin 2) (Fin 2) ℂ :=
  ![!![1, 0; 0, -1], !![0, Complex.I; Complex.I, 0], !![0, 1; -1, 0]]

/-- The matrices `gamma3` obey the Clifford relation with metric `diag(1, -1, -1)`, and their
spin tensor has the component `S^(012) = 2`. -/
theorem isClifford_witness :
    IsClifford (Matrix.diagonal ![(1 : ℂ), -1, -1]) gamma3 ∧
      spinTensor gamma3 0 1 2 = (2 : ℂ) • (1 : Matrix (Fin 2) (Fin 2) ℂ) := by
  constructor
  · intro μ ν
    fin_cases μ <;> fin_cases ν <;> ext i j <;> fin_cases i <;> fin_cases j <;>
      simp [gamma3, Matrix.diagonal] <;> norm_num
  · ext i j
    fin_cases i <;> fin_cases j <;>
      simp [spinTensor, sigma, gamma3] <;>
      linear_combination (-2 : ℂ) * Complex.I_sq

end DiracSpinTensor
```

```lean
#print axioms DiracSpinTensor.spinTensor_totally_antisymmetric
#print axioms DiracSpinTensor.spinTensor_eq_antisymmetrised_product
#print axioms DiracSpinTensor.gamma_mul_sigma
#print axioms DiracSpinTensor.belinfante_spinTensor
```

```
'DiracSpinTensor.spinTensor_totally_antisymmetric' depends on axioms: [propext, Classical.choice, Quot.sound]
'DiracSpinTensor.spinTensor_eq_antisymmetrised_product' depends on axioms: [propext, Classical.choice, Quot.sound]
'DiracSpinTensor.gamma_mul_sigma' depends on axioms: [propext, Classical.choice, Quot.sound]
'DiracSpinTensor.belinfante_spinTensor' depends on axioms: [propext, Classical.choice, Quot.sound]
```

## How the Lean proofs follow the derivation

Four of the proofs share one pattern. `linear_combination (norm := skip)` subtracts a chosen combination of known equations from the goal, `simp only` unfolds the definitions and, where needed, multiplies out into products of gammas, and `module` checks that the complex coefficients cancel. The order of the factors is respected throughout.

- `spinTensor_swap_last` needs only the expansion, and so has no Clifford hypothesis.
- `spinTensor_swap_first` first proves `c`, which says that \(\{\gamma^l,\gamma^\mu\}\) commutes with \(\gamma^\nu\) because it is a scalar. Multiplied by \(i/2\), `c` states that the commutator in the derivation vanishes.
- `spinTensor_cyclic` applies the two exchanges in turn, and the two minus signs cancel.
- `spinTensor_totally_antisymmetric` lists the six permutations with their signs in `key`, which `decide` confirms by enumeration. The identity permutation is immediate, and each of the other cases is closed by an exchange, a cyclic shift or both.
- `spinTensor_eq_antisymmetrised_product` averages over the cyclic orderings: the coefficients `-1 / 3` bring in the two shifted copies `h1` and `h2`.
- `gamma_sigma_commutator` uses the Clifford relation multiplied by a further gamma on the right (`right`) or on the left (`left`). The four instances are the four anticommutators that appear when \(\gamma^l\) is moved through \(\gamma^\mu\gamma^\nu\) and \(\gamma^\nu\gamma^\mu\).
- `gamma_mul_sigma` adds half the commutator to half the anticommutator.
- `belinfante_spinTensor` rewrites the shifted terms by cyclic invariance, after which two of the three cancel.
- `isClifford_witness` compares the matrices entry by entry.

## Where the identities enter a calculation

For the free Dirac field, with the Lagrangian whose derivatives act symmetrically to both sides, the Belinfante procedure adds to the canonical energy-momentum tensor the divergence \(\partial_l\) of the combination above, formed from the spin current. Since that combination reduces to half the spin current, the added term is antisymmetric in \(\mu\) and \(\nu\). It can alter only the antisymmetric part of the canonical tensor, and the symmetric part stays as it was.

The commutator enters when a spinor is rotated or boosted. With generators \(\tfrac12\sigma^{\mu\nu}\), it states that the \(\gamma^l\) transform among themselves as the components of a vector.

In a program that stores explicit gamma matrices in four dimensions, total antisymmetry means that only the four components of \(S^{l\mu\nu}\) with \(l<\mu<\nu\) need to be computed, out of 64. The others are zero or follow by a sign. The product formula also gives a quick test of the conventions in such a program: with \(\eta^{00}=1\) and \(\eta^{01}=0\), the matrices must satisfy \(\gamma^0\sigma^{01}=i\gamma^1\), because \(S^{001}=0\). A missing factor \(i/2\) in \(\sigma^{\mu\nu}\) or the opposite metric signature shows up at once.
